# Rescaling a two-site orbital by a complex number c multiplies its squared norm by |c|²

An orbital on two sites is given by two complex amplitudes, and its weight is the sum of their squared moduli. The lemma `weight_smul` states that multiplying both amplitudes by the same complex number c multiplies the weight by |c|². The orbital need not be normalised, and c may be any complex number, zero included; if the orbital is normalised, the rescaled one has weight |c|². The attempt unfolds the definition and asks a single `simp` call to finish, supplying `Finset.mul_sum` to carry the factor |c|² inside the sum.

In Lean, a first try:

```lean
import Mathlib

open Matrix

namespace WeightSmul

noncomputable section

/-- Total weight of an orbital on the two sites, that is, its squared norm. -/
def weight (v : Fin 2 → ℂ) : ℝ := ∑ i, ‖v i‖ ^ 2

/-- Rescaling an orbital by `c` multiplies its weight by `|c|²`. -/
theorem weight_smul (c : ℂ) (v : Fin 2 → ℂ) : weight (c • v) = ‖c‖ ^ 2 * weight v := by
  simp [weight, mul_pow, Finset.mul_sum]

end

end WeightSmul
```

Messages:

```
Main.lean:13:85: error: unsolved goals
c : ℂ
v : Fin 2 → ℂ
⊢ ‖c‖ ^ 2 * ‖v 0‖ ^ 2 + ‖c‖ ^ 2 * ‖v 1‖ ^ 2 = ‖c‖ ^ 2 * (‖v 0‖ ^ 2 + ‖v 1‖ ^ 2)
Main.lean:14:25: warning: This simp argument is unused:
  Finset.mul_sum

Hint: Omit it from the simp argument list.
  [apply] simp [weight, mul_pow]

Note: This linter can be disabled with `set_option linter.unusedSimpArgs false`
```

Fix (accepted with no message):

```diff
@@ -12,5 +12,6 @@
 /-- Rescaling an orbital by `c` multiplies its weight by `|c|²`. -/
 theorem weight_smul (c : ℂ) (v : Fin 2 → ℂ) : weight (c • v) = ‖c‖ ^ 2 * weight v := by
-  simp [weight, mul_pow, Finset.mul_sum]
+  simp only [weight, Fin.sum_univ_two, Pi.smul_apply, smul_eq_mul, norm_mul, mul_pow]
+  ring
 
 end
```

Cause. The error shows what `simp` left unproved: |c|² stands in each of two terms on the left, but in front of a bracket on the right. The two sides are equal by distributivity.

`Finset.mul_sum` was meant to supply that step, but it needs a factor multiplying a `∑`. `simp` had already written the sum over `Fin 2` out as two terms, so the lemma found nothing to match, which is why the warning calls it unused. Nothing else in the call multiplied out the bracket.

The cure is the added `ring`, which proves the remaining identity by commutative-ring algebra. Dropping `Finset.mul_sum` removes the warning. Replacing `simp` by `simp only` with a list of lemmas is tidying: it names the rewrites, among them `Fin.sum_univ_two` for expanding the sum, but `ring` would also close the goal that the original call left.
